# Second-order exchange, high-density gradient-expansion correlation and linear-response cancellation cannot all hold in a spin-unpolarised GGA

Take a spin-unpolarised GGA at a density $n>0$, with exchange gradient coefficient $\mu$ and correlation gradient coefficient $\beta$. If $\mu=10/81$ and the $|\nabla n|^2$ term of the exchange-correlation energy density vanishes, then $0.037<\beta<0.038$. Hence $\beta\neq0.0667$, and $\beta<0.046<0.0667$.

## Three conditions on two coefficients

The value $\mu=10/81$ is the second-order gradient-expansion coefficient of exchange for a slowly varying density. The value $\beta=0.0667$ is the rounded high-density gradient-expansion coefficient of correlation. The linear-response condition asks the gradient terms of exchange and correlation to cancel, so that a weakly perturbed uniform gas responds as in the local density approximation. It is a design condition on the functional. PBEsol keeps $\mu=10/81$ and takes $\beta=0.046$, fitted to jellium surface energies. For spin-unpolarised densities, a GGA that restores second-order exchange must, at any one density, give up the value $\beta=0.0667$, the cancellation, or both; if $\beta$ is allowed to depend on $n$, which of them is given up can differ from one density to another.

## The energy density and its gradient coefficient

In atomic units let $g=|\nabla n|^2$, $k_F=(3\pi^2n)^{1/3}$, $k_s^2=4k_F/\pi$, $s^2=g/(4k_F^2n^2)$ and $t^2=g/(4k_s^2n^2)$. With enhancement factor $F$, uniform-gas correlation energy per electron $\varepsilon_c$ and gradient correction $H$,

$$e(g)=n\left[-\frac{3k_F}{4\pi}F(s^2)+\varepsilon_c+H(t^2)\right],\qquad \mu=F'(0),\quad \beta=H'(0).$$

Both squared reduced gradients, $s^2$ and $t^2$, are linear in $g$ and vanish at $g=0$, with $ds^2/dg=1/(4k_F^2n^2)$ and $dt^2/dg=\pi/(16k_Fn^2)$. The chain rule gives

$$e'(0)=-\frac{3\mu}{16\pi k_Fn}+\frac{\pi\beta}{16k_Fn}=\frac{3}{16\pi k_Fn}\left(\frac{\pi^2\beta}{3}-\mu\right).$$

The prefactor is positive, so $e'(0)=0$ exactly when $\pi^2\beta/3=\mu$, a relation free of $n$.

## The numerical windows

From $3.14<\pi<3.1416$ follows $9.859<\pi^2<9.87$. Let $\pi^2\beta/3=10/81\approx0.1235$. If $\beta\le0.037$, the left side is below $9.87\cdot0.037/3<0.1218$, which is too small. If $\beta\ge0.038$, it exceeds $9.859\cdot0.038/3>0.1248$, which is too large. So $0.037<\beta<0.038<0.046<0.0667$. Keeping $\beta=0.0667$ and the cancellation, which is the route PBE follows, puts $\mu=0.0667\,\pi^2/3$ between $0.219$ and $0.22$.

## Slopes of the PBE forms

With $p=s^2$, $q=t^2$, nonzero constants $\kappa,\gamma$ and any real $A$,

$$F(p)=1+\kappa-\frac{\kappa}{1+\mu p/\kappa},\qquad H(q)=\gamma\ln\left[1+\frac{\beta}{\gamma}\,q\,\frac{1+Aq}{1+Aq+A^2q^2}\right].$$

Since $1/(1+x)=1-x+O(x^2)$, $F=1+\mu p+O(p^2)$. The fraction in $H$ equals $1$ at $q=0$ and $\ln(1+x)=x+O(x^2)$, so $H=\beta q+O(q^2)$. With $\mu=10/81$ the cancellation fails at $\beta=0.046$, which is outside the window, and holds at $\beta=10/(27\pi^2)$.

## The theorems in words

`fermiK`, `screeningKSq`, `sSq`, `tSq` and `ggaEnergyDensity` are $k_F$, $k_s^2$, $s^2$, $t^2$ and $e$. `HasDerivAt F muGE 0` says that $F$ is differentiable at zero with slope $10/81$, and `LinearResponse F H εc n` is $e'(0)=0$. For $n>0$, `beta_of_linearResponse` concludes the window, `β ≠ betaGE`, `β < betaPBEsol` and `betaPBEsol < betaGE`. `constraints_incompatible` denies the three conditions jointly for arbitrary `F`, `H` and `εc`.

Everything refers to one fixed density, so `H`, `εc` and `A` may vary with $n$, and neither $F(0)=1$ nor $H(0)=0$ is demanded. The numbers $10/81$, $0.0667$ and $0.046$ are definitions and are not derived from the electron gas. No response function is computed. Derivatives are two-sided although physical $g$ is non-negative. Spin polarisation and dependence on $\nabla^2n$ or on the kinetic-energy density are excluded.

## The Lean source

```lean
import Mathlib

open Real

namespace GGALinearResponse

noncomputable section

/-- Fermi wave vector `k_F = (3π² n)^{1/3}` of the density `n` (atomic units). -/
def fermiK (n : ℝ) : ℝ := (3 * π ^ 2 * n) ^ (1 / 3 : ℝ)

/-- Squared Thomas-Fermi screening wave vector `k_s² = 4 k_F / π`. -/
def screeningKSq (n : ℝ) : ℝ := 4 * fermiK n / π

/-- Squared exchange reduced gradient `s² = g / (4 k_F² n²)`, where `g = |∇n|²`. -/
def sSq (n g : ℝ) : ℝ := g / (4 * fermiK n ^ 2 * n ^ 2)

/-- Squared correlation reduced gradient `t² = g / (4 k_s² n²)`, where `g = |∇n|²`. -/
def tSq (n g : ℝ) : ℝ := g / (4 * screeningKSq n * n ^ 2)

/-- Spin-unpolarised GGA exchange-correlation energy density
`n [-(3 k_F / 4π) F(s²) + ε_c + H(t²)]` as a function of `g = |∇n|²`. -/
def ggaEnergyDensity (F H : ℝ → ℝ) (εc n g : ℝ) : ℝ :=
  n * (-(3 * fermiK n / (4 * π)) * F (sSq n g) + εc + H (tSq n g))

/-- Linear-response condition: the term of order `|∇n|²` of the energy density vanishes. -/
def LinearResponse (F H : ℝ → ℝ) (εc n : ℝ) : Prop :=
  HasDerivAt (ggaEnergyDensity F H εc n) 0 0

/-- PBE-form exchange enhancement factor as a function of `p = s²`. -/
def pbeExchange (κ μ p : ℝ) : ℝ := 1 + κ - κ / (1 + μ * p / κ)

/-- PBE-form gradient correction to correlation as a function of `q = t²`. -/
def pbeCorrelation (γ β A q : ℝ) : ℝ :=
  γ * Real.log (1 + β / γ * q * ((1 + A * q) / (1 + A * q + A ^ 2 * q ^ 2)))

/-- Second-order gradient-expansion coefficient of exchange, `10/81`. -/
def muGE : ℝ := 10 / 81

/-- High-density limit of the gradient-expansion coefficient of correlation, rounded to `0.0667`. -/
def betaGE : ℝ := 0.0667

/-- The PBEsol correlation coefficient, `0.046`. -/
def betaPBEsol : ℝ := 0.046

/-- The PBE-form enhancement factor has slope `μ` in `s²` at zero gradient. -/
theorem pbeExchange_slope {κ : ℝ} (μ : ℝ) (hκ : κ ≠ 0) :
    HasDerivAt (pbeExchange κ μ) μ 0 := by
  have h1 := (((hasDerivAt_id' (0 : ℝ)).const_mul μ).div_const κ).const_add 1
  have h2 := ((hasDerivAt_const (0 : ℝ) κ).fun_div h1 (by simp)).const_sub (1 + κ)
  refine h2.congr_deriv ?_
  simp only [mul_zero, zero_div, add_zero, zero_sub, one_pow, div_one, neg_neg,
    mul_one]
  field_simp

/-- The PBE-form correlation correction has slope `β` in `t²` at zero gradient,
for every value of `A`. -/
theorem pbeCorrelation_slope {γ : ℝ} (β A : ℝ) (hγ : γ ≠ 0) :
    HasDerivAt (pbeCorrelation γ β A) β 0 := by
  have hN := ((hasDerivAt_id' (0 : ℝ)).const_mul A).const_add 1
  have hD := hN.fun_add ((hasDerivAt_pow 2 (0 : ℝ)).const_mul (A ^ 2))
  have hR := hN.fun_div hD (by simp)
  have hP := (((hasDerivAt_id' (0 : ℝ)).const_mul (β / γ)).fun_mul hR).const_add 1
  have hL := (hP.log (by simp)).const_mul γ
  refine hL.congr_deriv ?_
  simp
  field_simp

/-- If `F` has slope `μ` and `H` has slope `β` at zero gradient, the coefficient of `|∇n|²`
in the energy density is `3 / (16 π k_F n) · (π² β / 3 - μ)`. -/
theorem gradient_coefficient {F H : ℝ → ℝ} {μ β n : ℝ} (εc : ℝ) (hn : 0 < n)
    (hF : HasDerivAt F μ 0) (hH : HasDerivAt H β 0) :
    HasDerivAt (ggaEnergyDensity F H εc n)
      (3 / (16 * π * fermiK n * n) * (π ^ 2 * β / 3 - μ)) 0 := by
  have hk : 0 < fermiK n := by unfold fermiK; positivity
  have hπ := Real.pi_pos
  have hs : HasDerivAt (sSq n) (1 / (4 * fermiK n ^ 2 * n ^ 2)) 0 :=
    (hasDerivAt_id' (0 : ℝ)).div_const _
  have ht : HasDerivAt (tSq n) (1 / (4 * screeningKSq n * n ^ 2)) 0 :=
    (hasDerivAt_id' (0 : ℝ)).div_const _
  have hF' : HasDerivAt F μ (sSq n 0) := by
    rw [show sSq n 0 = 0 by simp [sSq]]; exact hF
  have hH' : HasDerivAt H β (tSq n 0) := by
    rw [show tSq n 0 = 0 by simp [tSq]]; exact hH
  -- chain rule through s² and t², both linear in |∇n|²
  have h1 : HasDerivAt (fun g => F (sSq n g)) (μ * (1 / (4 * fermiK n ^ 2 * n ^ 2))) 0 :=
    hF'.comp 0 hs
  have h2 : HasDerivAt (fun g => H (tSq n g)) (β * (1 / (4 * screeningKSq n * n ^ 2))) 0 :=
    hH'.comp 0 ht
  have h3 := (((h1.const_mul (-(3 * fermiK n / (4 * π)))).add_const εc).fun_add
    h2).const_mul n
  refine h3.congr_deriv ?_
  -- k_s² = 4 k_F / π puts both terms over the same power of k_F
  unfold screeningKSq
  field_simp
  ring

/-- For slopes `μ` and `β`, the linear-response condition holds exactly when
`π² β / 3 = μ`. -/
theorem linearResponse_iff {F H : ℝ → ℝ} {μ β n : ℝ} (εc : ℝ) (hn : 0 < n)
    (hF : HasDerivAt F μ 0) (hH : HasDerivAt H β 0) :
    LinearResponse F H εc n ↔ π ^ 2 * β / 3 = μ := by
  have hk : 0 < fermiK n := by unfold fermiK; positivity
  have hc : 0 < 3 / (16 * π * fermiK n * n) := by positivity
  have hd := gradient_coefficient εc hn hF hH
  constructor
  · intro h
    have h0 := hd.unique h
    exact sub_eq_zero.mp ((mul_eq_zero.mp h0).resolve_left hc.ne')
  · intro h
    rw [h, sub_self, mul_zero] at hd
    exact hd

/-- A coefficient `b` with `π² b / 3 = 10/81` lies strictly between `0.037` and `0.038`. -/
theorem beta_bounds {b : ℝ} (h : π ^ 2 * b / 3 = muGE) : 0.037 < b ∧ b < 0.038 := by
  have h1 := Real.pi_gt_d2
  have h2 := Real.pi_lt_d4
  have hl : 9.859 < π ^ 2 := by nlinarith
  have hu : π ^ 2 < 9.87 := by nlinarith
  unfold muGE at h
  constructor
  · by_contra hb
    have := mul_le_mul_of_nonneg_left (not_lt.mp hb) (sq_nonneg π)
    nlinarith
  · by_contra hb
    have := mul_le_mul_of_nonneg_left (not_lt.mp hb) (sq_nonneg π)
    nlinarith

/-- A GGA with exchange slope `10/81` that meets the linear-response condition has
correlation slope `β` in `(0.037, 0.038)`; `β` differs from `0.0667`, and the PBEsol value
lies strictly between the two. -/
theorem beta_of_linearResponse {F H : ℝ → ℝ} {β εc n : ℝ} (hn : 0 < n)
    (hF : HasDerivAt F muGE 0) (hH : HasDerivAt H β 0) (hLR : LinearResponse F H εc n) :
    (0.037 < β ∧ β < 0.038) ∧ β ≠ betaGE ∧ β < betaPBEsol ∧ betaPBEsol < betaGE := by
  have hb := beta_bounds ((linearResponse_iff εc hn hF hH).mp hLR)
  have h2 := hb.2
  unfold betaGE betaPBEsol
  refine ⟨hb, ne_of_lt (lt_trans h2 (by norm_num)), lt_trans h2 (by norm_num), by norm_num⟩

/-- At a fixed density `n > 0`, no spin-unpolarised GGA of the form `ggaEnergyDensity` has exchange
slope `10/81`, correlation slope `0.0667` and meets the linear-response condition all at once. -/
theorem constraints_incompatible (F H : ℝ → ℝ) (εc : ℝ) {n : ℝ} (hn : 0 < n) :
    ¬ (HasDerivAt F muGE 0 ∧ HasDerivAt H betaGE 0 ∧ LinearResponse F H εc n) := by
  rintro ⟨hF, hH, hLR⟩
  exact (beta_of_linearResponse hn hF hH hLR).2.1 rfl

/-- A GGA with correlation slope `0.0667` that meets the linear-response condition has
exchange slope `μ` in `(0.219, 0.22)`. -/
theorem mu_of_linearResponse {F H : ℝ → ℝ} {μ εc n : ℝ} (hn : 0 < n)
    (hF : HasDerivAt F μ 0) (hH : HasDerivAt H betaGE 0) (hLR : LinearResponse F H εc n) :
    0.219 < μ ∧ μ < 0.22 := by
  have h := (linearResponse_iff εc hn hF hH).mp hLR
  have h1 := Real.pi_gt_d2
  have h2 := Real.pi_lt_d4
  have hl : 9.859 < π ^ 2 := by nlinarith
  have hu : π ^ 2 < 9.87 := by nlinarith
  unfold betaGE at h
  constructor <;> nlinarith

/-- The PBE form with the PBEsol parameters `μ = 10/81`, `β = 0.046` does not meet the
linear-response condition. -/
theorem pbesol_not_linearResponse {κ γ n : ℝ} (A εc : ℝ) (hκ : κ ≠ 0) (hγ : γ ≠ 0)
    (hn : 0 < n) :
    ¬ LinearResponse (pbeExchange κ muGE) (pbeCorrelation γ betaPBEsol A) εc n := by
  intro h
  exact lt_irrefl _ (beta_of_linearResponse hn (pbeExchange_slope muGE hκ)
    (pbeCorrelation_slope betaPBEsol A hγ) h).2.2.1

/-- The PBE form with `μ = 10/81` and `β = 10 / (27 π²)` has these slopes and meets the
linear-response condition. -/
theorem beta_of_linearResponse_witness {κ γ n : ℝ} (A εc : ℝ) (hκ : κ ≠ 0) (hγ : γ ≠ 0)
    (hn : 0 < n) :
    HasDerivAt (pbeExchange κ muGE) muGE 0 ∧
    HasDerivAt (pbeCorrelation γ (10 / (27 * π ^ 2)) A) (10 / (27 * π ^ 2)) 0 ∧
    LinearResponse (pbeExchange κ muGE) (pbeCorrelation γ (10 / (27 * π ^ 2)) A) εc n := by
  have hF := pbeExchange_slope muGE hκ
  have hH := pbeCorrelation_slope (10 / (27 * π ^ 2)) A hγ
  refine ⟨hF, hH, (linearResponse_iff εc hn hF hH).mpr ?_⟩
  have hπ := Real.pi_pos
  unfold muGE
  field_simp
  ring

end

end GGALinearResponse
```

```lean
#print axioms GGALinearResponse.constraints_incompatible
-- 'GGALinearResponse.constraints_incompatible' depends on axioms: [propext, Classical.choice, Quot.sound]
#print axioms GGALinearResponse.mu_of_linearResponse
-- 'GGALinearResponse.mu_of_linearResponse' depends on axioms: [propext, Classical.choice, Quot.sound]
#print axioms GGALinearResponse.pbesol_not_linearResponse
-- 'GGALinearResponse.pbesol_not_linearResponse' depends on axioms: [propext, Classical.choice, Quot.sound]
```

## From the chain rule to the contradiction

`pbeExchange_slope` differentiates the denominator $1+\mu p/\kappa$ (`h1`), then the quotient (`h2`), and `field_simp` cancels $\kappa$ using `hκ`. `pbeCorrelation_slope` builds numerator `hN`, denominator `hD`, ratio `hR`, logarithm argument `hP` and logarithm `hL`. At $q=0$ the ratio's derivative is multiplied by zero, so $A$ drops out.

In `gradient_coefficient`, `hs` and `ht` are $ds^2/dg$ and $dt^2/dg$, `h1` and `h2` are the two chain-rule steps, and `h3` assembles $e'(0)$. Unfolding `screeningKSq` inserts $k_s^2=4k_F/\pi$, and `field_simp` with `ring` factors the result. `linearResponse_iff` uses uniqueness of derivatives (`hd.unique h`) and the positive prefactor `hc` in the forward direction, and substitution in the reverse one.

`beta_bounds` takes $3.14<\pi<3.1416$ from `Real.pi_gt_d2` and `Real.pi_lt_d4`, squares these to `hl` and `hu`, and runs the two contradictions above, multiplying the assumed inequality by $\pi^2\ge0$ before `nlinarith`. `beta_of_linearResponse` chains the equivalence with these bounds and compares decimals by `norm_num`. `constraints_incompatible` sets $\beta=0.0667$ and refutes `β ≠ betaGE` by `rfl`. `mu_of_linearResponse` repeats the bounds on $\pi^2$. `pbesol_not_linearResponse` would otherwise give $0.046<0.046$. `beta_of_linearResponse_witness` verifies $\pi^2\beta/3=10/81$ at $\beta=10/(27\pi^2)$, so the main theorem is not vacuous.

## Cancellation phrased through a density wave

A definition closer to response theory would perturb the gas as $n+\delta\cos(Qx)$, with small amplitude $\delta$, wave number $Q$ and position $x$, and require that the spatially averaged exchange-correlation energy density have no term of order $\delta^2Q^2$. The average of $|\nabla n|^2$ is $\delta^2Q^2/2$, so that term should be $e'(0)\,\delta^2Q^2/2$ and the relation $\pi^2\beta/3=\mu$ should be unchanged; the file contains no proof of this. The gain would be a direct link to the exchange-correlation kernel. The cost would be spatial integrals and regularity assumptions on $F$, $H$ and $\varepsilon_c$ over a range of densities, where the present theorems need only two slopes at one density.
